# For finite Hermitian $H$ and square $X$ with $X^*SX=1$, the least eigenvalue of $X^*HX$ is the minimum of $c^*Hc/c^*Sc$

Take two real basis states, numbered 0 and 1, with overlap matrix $S$ and Hamiltonian matrix $H$:

$$
S=\begin{pmatrix}1&1\\1&2\end{pmatrix},\qquad
H=\begin{pmatrix}0&1\\1&0\end{pmatrix}.
$$

State 1 has squared norm 2, so the overlap of the normalised states is $1/\sqrt2$. A trial state has coefficients $c=(c_0,c_1)$, not both zero, and its energy is $c^*Hc/c^*Sc$, where the star is the conjugate transpose. The denominator is $|c_0+c_1|^2+|c_1|^2$. In the coordinates $y_0=c_0+c_1$ and $y_1=c_1$ it becomes $|y_0|^2+|y_1|^2$, the ordinary squared length. This change of coordinates is $c=Xy$ with

$$
X=\begin{pmatrix}1&-1\\0&1\end{pmatrix},\qquad
X^*SX=1,\qquad
X^*HX=\begin{pmatrix}0&1\\1&-2\end{pmatrix}.
$$

The energy is now an ordinary Rayleigh quotient of $X^*HX$, whose eigenvalues are $-1\pm\sqrt2$. The minimum is therefore $-1-\sqrt2\approx-2.414$, well below $-1$, the lowest eigenvalue of $H$ itself. It is reached at $c\propto(\sqrt2,-1)$, which is about $(1.307,-0.924)$ when scaled to $c^*Sc=1$.

## The minimum and the vectors that reach it

Let $H$, $S$ and $X$ be complex square matrices of the same finite, non-zero size, with $H$ Hermitian and $X^*SX=1$. Write $R(c)=c^*Hc/c^*Sc$ for $c\neq0$. Then there is a real number $E$ such that

- $E$ is the least eigenvalue of $X^*HX$;
- $E$ is the minimum of $R(c)$ over all nonzero $c$;
- a nonzero $c$ has $R(c)=E$ exactly when $Hc=E\,Sc$.

The condition $X^*SX=1$ says that the columns of $X$ are the coefficients of an orthonormal set of states spanning the same space as the original basis. It forces $S$ to be positive definite, so positivity is not a further hypothesis.

## Orthogonalise, diagonalise, transform back

Electronic-structure codes with overlapping atom-centred basis functions meet $Hc=E\,Sc$ when they seek the orbitals of a Fock or Kohn–Sham operator as expansions in that basis. A common route has four steps:

1. Build $X$ from $S$, either as $S^{-1/2}$ or, from a Cholesky factorisation $S=LL^*$, as $(L^*)^{-1}$. The $X$ of the example is the Cholesky choice.
2. Form $X^*HX$.
3. Diagonalise it with a standard Hermitian solver.
4. Return $c=Xy$ for each eigenvector $y$.

For the lowest eigenvector, the result says that this $c$ minimises the quotient $R$ over the whole finite basis, with $H$ held fixed. It does not speak about the total energy of a self-consistent calculation, where $H$ depends on the solution.

A code can test the step on its own output: $X^*SX-1$ and $Hc-E\,Sc$ should both vanish to rounding accuracy, and no trial vector should give a quotient below $E$ by more than rounding error.

## From overlapping states to a weighted average of levels

**The matrix $X$ is invertible and $S$ is positive definite.** Put $Y=X^*S$. The hypothesis reads $YX=1$, and for square matrices this gives $XY=1$ as well. Then

$$
Y^*Y=Y^*X^*S=(XY)^*S=S,
$$

so $S$ is Hermitian and $c^*Sc=|Yc|^2$. This is positive for $c\neq0$, because $Yc=0$ would give $c=XYc=0$.

**The quotient becomes an ordinary one.** Every nonzero $c$ is $Xy$ for the nonzero vector $y=Yc$. For any matrix $M$, $(Xy)^*M(Xy)=y^*(X^*MX)y$. With $A=X^*HX$, taking $M=H$ and $M=S$ gives

$$
R(Xy)=\frac{y^*Ay}{y^*y}.
$$

**The ordinary quotient is bounded below.** Since $H$ is Hermitian, so is $A$. Hence there are a unitary $U$ and real numbers $l_i$ with $AU=U\,\mathrm{diag}(l_i)$. Let $l_k$ be the smallest of them, put $E=l_k$, and write $y=Uz$. Then

$$
y^*Ay-E\,y^*y=\sum_i(l_i-E)|z_i|^2\ge0.
$$

The sum is zero exactly when every term is zero, that is, when $z_i=0$ wherever $l_i>E$. This is the same as $l_iz_i=Ez_i$ for all $i$, or $Ay=Ey$. Degenerate lowest levels need no separate treatment.

Column $k$ of $U$ is an eigenvector for $E$. If $Ay=ey$ with $e$ real and $y\ne0$, then $e\,y^*y=y^*Ay\ge E\,y^*y$, so $e\ge E$. Thus $E$ is the least eigenvalue of $A$.

**The two eigenvalue equations agree.** Let $c=Xy$. If $Hc=E\,Sc$, multiplying by $X^*$ gives $Ay=E\,X^*SXy=Ey$. Conversely, $X^*(SX)=1$ implies $(SX)X^*=1$, so if $Ay=Ey$ then

$$
Hc=(SX)X^*HXy=(SX)Ay=E\,SXy=E\,Sc.
$$

The bound and its equality case therefore carry over from $y$ to $c$. An eigenvector $y$ for $E$ gives a nonzero $c=Xy$ at which the minimum is reached.

## The Lean file

```lean
import Mathlib

open Matrix
open scoped ComplexOrder

namespace GeneralizedRayleighRitz

noncomputable section

variable {n : Type*} [Fintype n] [DecidableEq n]

/-- The Rayleigh quotient of the coefficient vector `c` for Hamiltonian `H` and overlap `S`, taken
with real parts. Where `Re (c* S c)` is zero, Lean's division gives the value 0. -/
def rayleigh (H S : Matrix n n ℂ) (c : n → ℂ) : ℝ :=
  (star c ⬝ᵥ (H *ᵥ c)).re / (star c ⬝ᵥ (S *ᵥ c)).re

/-- The set of real eigenvalues of a matrix. -/
def realEigenvalues (A : Matrix n n ℂ) : Set ℝ :=
  {e | ∃ y : n → ℂ, y ≠ 0 ∧ A *ᵥ y = (e : ℂ) • y}

omit [DecidableEq n] in
/-- Under the change of basis `c = X y`, the quadratic form of `M` becomes that of `X* M X`. -/
theorem form_congr (M X : Matrix n n ℂ) (y : n → ℂ) :
    star (X *ᵥ y) ⬝ᵥ (M *ᵥ (X *ᵥ y)) = star y ⬝ᵥ ((Xᴴ * M * X) *ᵥ y) := by
  rw [Matrix.star_mulVec, ← Matrix.dotProduct_mulVec]
  simp only [Matrix.mulVec_mulVec, Matrix.mul_assoc]

private lemma form_diag (l : n → ℝ) (z : n → ℂ) :
    star z ⬝ᵥ ((diagonal fun i => (l i : ℂ)) *ᵥ z)
      = ((∑ i, l i * Complex.normSq (z i) : ℝ) : ℂ) := by
  simp only [dotProduct, Matrix.mulVec_diagonal, Pi.star_apply, Complex.ofReal_sum,
    Complex.ofReal_mul]
  refine Finset.sum_congr rfl fun i _ => ?_
  rw [Complex.normSq_eq_conj_mul_self, starRingEnd_apply]
  ring

private lemma form_one (z : n → ℂ) :
    star z ⬝ᵥ z = ((∑ i, Complex.normSq (z i) : ℝ) : ℂ) := by
  have h := form_diag (fun _ => 1) z
  simpa only [Complex.ofReal_one, Matrix.diagonal_one, Matrix.one_mulVec, one_mul] using h

omit [DecidableEq n] in
private lemma norm_pos {z : n → ℂ} (hz : z ≠ 0) : 0 < ∑ i, Complex.normSq (z i) := by
  obtain ⟨i, hi⟩ := Function.ne_iff.mp hz
  exact Finset.sum_pos' (fun j _ => Complex.normSq_nonneg _)
    ⟨i, Finset.mem_univ i, Complex.normSq_pos.mpr hi⟩

private lemma ne_zero_of_left_inv {V U : Matrix n n ℂ} (h : V * U = 1) {y : n → ℂ}
    (hy : y ≠ 0) : U *ᵥ y ≠ 0 := by
  intro h0
  apply hy
  rw [← Matrix.one_mulVec y, ← h, ← Matrix.mulVec_mulVec, h0, Matrix.mulVec_zero]

private lemma eigenbasis {A : Matrix n n ℂ} (hA : A.IsHermitian) :
    ∃ (U : Matrix n n ℂ) (l : n → ℝ), Uᴴ * U = 1 ∧
      A * U = U * diagonal fun i => (l i : ℂ) := by
  refine ⟨(hA.eigenvectorUnitary : Matrix n n ℂ), hA.eigenvalues,
    Matrix.mem_unitaryGroup_iff'.mp hA.eigenvectorUnitary.2, ?_⟩
  ext i j
  have h := congrFun (hA.mulVec_eigenvectorBasis j) i
  rw [Matrix.mul_diagonal, Matrix.mul_apply]
  simpa [Matrix.mulVec, dotProduct, Matrix.IsHermitian.eigenvectorUnitary_apply,
    mul_comm] using h

/-- If a square `X` orthonormalises the basis, `X* S X = 1`, then the overlap matrix `S` is
positive definite. -/
theorem overlap_posDef {S X : Matrix n n ℂ} (hX : Xᴴ * S * X = 1) : S.PosDef := by
  have hXY : X * (Xᴴ * S) = 1 := mul_eq_one_comm.mp hX
  have hS : S = (Xᴴ * S)ᴴ * (Xᴴ * S) := by
    rw [← Matrix.mul_assoc, ← Matrix.conjTranspose_mul, hXY, Matrix.conjTranspose_one,
      Matrix.one_mul]
  refine Matrix.posDef_iff_dotProduct_mulVec.mpr ⟨?_, fun {x} hx => ?_⟩
  · rw [hS]
    exact Matrix.isHermitian_conjTranspose_mul_self _
  · have hxy : x = X *ᵥ ((Xᴴ * S) *ᵥ x) := by
      rw [Matrix.mulVec_mulVec, hXY, Matrix.one_mulVec]
    rw [hxy, form_congr, hX, Matrix.one_mulVec, form_one]
    exact Complex.zero_lt_real.mpr (norm_pos (ne_zero_of_left_inv hXY hx))

/-- A Hermitian matrix of nonzero size has a lowest eigenvalue `E`; it bounds `y* A y` below by `E
y* y`, with equality exactly when `A y = E y`. -/
theorem hermitian_lower_bound [Nonempty n] {A : Matrix n n ℂ} (hA : A.IsHermitian) :
    ∃ E : ℝ, IsLeast (realEigenvalues A) E ∧ ∀ y : n → ℂ,
      E * (star y ⬝ᵥ y).re ≤ (star y ⬝ᵥ (A *ᵥ y)).re ∧
      ((star y ⬝ᵥ (A *ᵥ y)).re = E * (star y ⬝ᵥ y).re ↔ A *ᵥ y = (E : ℂ) • y) := by
  obtain ⟨U, l, hU, hAU⟩ := eigenbasis hA
  obtain ⟨k, hk⟩ := Finite.exists_min l
  have hD : Uᴴ * A * U = diagonal fun i => (l i : ℂ) := by
    rw [Matrix.mul_assoc, hAU, ← Matrix.mul_assoc, hU, Matrix.one_mul]
  have eig : ∀ z : n → ℂ, (∀ i, (l i : ℂ) * z i = (l k : ℂ) * z i) →
      A *ᵥ (U *ᵥ z) = (l k : ℂ) • (U *ᵥ z) := by
    intro z hz
    have hz' : (diagonal fun i => (l i : ℂ)) *ᵥ z = (l k : ℂ) • z := by
      funext i
      rw [Matrix.mulVec_diagonal, Pi.smul_apply, smul_eq_mul, hz i]
    rw [Matrix.mulVec_mulVec, hAU, ← Matrix.mulVec_mulVec, hz', Matrix.mulVec_smul]
  have scale : ∀ (e : ℝ) (y : n → ℂ), A *ᵥ y = (e : ℂ) • y →
      (star y ⬝ᵥ (A *ᵥ y)).re = e * (star y ⬝ᵥ y).re := by
    intro e y h
    rw [h, dotProduct_smul, smul_eq_mul, Complex.re_ofReal_mul]
  have main : ∀ y : n → ℂ,
      l k * (star y ⬝ᵥ y).re ≤ (star y ⬝ᵥ (A *ᵥ y)).re ∧
      ((star y ⬝ᵥ (A *ᵥ y)).re = l k * (star y ⬝ᵥ y).re ↔ A *ᵥ y = (l k : ℂ) • y) := by
    intro y
    -- expand y in the eigenbasis
    obtain ⟨z, rfl⟩ : ∃ z, y = U *ᵥ z :=
      ⟨Uᴴ *ᵥ y, by rw [Matrix.mulVec_mulVec, mul_eq_one_comm.mp hU, Matrix.one_mulVec]⟩
    have h1 : (star (U *ᵥ z) ⬝ᵥ (A *ᵥ (U *ᵥ z))).re = ∑ i, l i * Complex.normSq (z i) := by
      rw [form_congr, hD, form_diag, Complex.ofReal_re]
    have h2 : (star (U *ᵥ z) ⬝ᵥ (U *ᵥ z)).re = ∑ i, Complex.normSq (z i) := by
      have h := form_congr 1 U z
      rw [Matrix.one_mulVec, Matrix.mul_one, hU, Matrix.one_mulVec] at h
      rw [h, form_one, Complex.ofReal_re]
    refine ⟨?_, fun h => ?_, scale _ _⟩
    · rw [h1, h2, Finset.mul_sum]
      exact Finset.sum_le_sum fun i _ =>
        mul_le_mul_of_nonneg_right (hk i) (Complex.normSq_nonneg _)
    · rw [h1, h2] at h
      have h0 : ∑ i, (l i - l k) * Complex.normSq (z i) = 0 := by
        simp only [sub_mul, Finset.sum_sub_distrib, ← Finset.mul_sum]
        linarith
      -- every component above the lowest level vanishes
      refine eig z fun i => ?_
      have hi := (Finset.sum_eq_zero_iff_of_nonneg (fun i _ =>
        mul_nonneg (sub_nonneg.2 (hk i)) (Complex.normSq_nonneg (z i)))).1 h0 i
        (Finset.mem_univ i)
      rcases mul_eq_zero.mp hi with h | h
      · rw [sub_eq_zero.mp h]
      · rw [Complex.normSq_eq_zero.mp h, mul_zero, mul_zero]
  refine ⟨l k, ⟨⟨U *ᵥ Pi.single k 1, ne_zero_of_left_inv hU (by simp), eig _ fun i => ?_⟩,
    ?_⟩, main⟩
  · by_cases h : i = k
    · rw [h]
    · simp [h]
  · rintro e ⟨y, hy, he⟩
    have h := (main y).1
    rw [scale e y he, form_one, Complex.ofReal_re] at h
    exact le_of_mul_le_mul_right h (norm_pos hy)

/-- In an orthonormalised basis, `H c = E S c` with `c = X y` is the ordinary eigenvalue
equation `X* H X y = E y`. -/
theorem generalized_iff_standard {S X : Matrix n n ℂ} (H : Matrix n n ℂ)
    (hX : Xᴴ * S * X = 1) (E : ℂ) (y : n → ℂ) :
    H *ᵥ (X *ᵥ y) = E • (S *ᵥ (X *ᵥ y)) ↔ (Xᴴ * H * X) *ᵥ y = E • y := by
  have hA : (Xᴴ * H * X) *ᵥ y = Xᴴ *ᵥ (H *ᵥ (X *ᵥ y)) := by
    simp only [Matrix.mulVec_mulVec, Matrix.mul_assoc]
  have hZ : S * X * Xᴴ = 1 := mul_eq_one_comm.mp (by rw [← Matrix.mul_assoc, hX])
  constructor
  · intro h
    rw [hA, h, Matrix.mulVec_smul, Matrix.mulVec_mulVec, Matrix.mulVec_mulVec, hX,
      Matrix.one_mulVec]
  · intro h
    rw [hA] at h
    calc H *ᵥ (X *ᵥ y) = (S * X) *ᵥ (Xᴴ *ᵥ (H *ᵥ (X *ᵥ y))) := by
          rw [Matrix.mulVec_mulVec _ (S * X) Xᴴ, hZ, Matrix.one_mulVec]
      _ = E • (S *ᵥ (X *ᵥ y)) := by rw [h, Matrix.mulVec_smul, Matrix.mulVec_mulVec]

/-- Rayleigh-Ritz principle in a basis that need not be orthogonal. For matrices of nonzero size
with `H` Hermitian and `X* S X = 1`, the lowest eigenvalue `E` of `X* H X` is the minimum of the
Rayleigh quotient, attained exactly at the nonzero solutions of `H c = E S c`. -/
theorem rayleigh_ritz [Nonempty n] {H S X : Matrix n n ℂ} (hH : H.IsHermitian)
    (hX : Xᴴ * S * X = 1) :
    ∃ E : ℝ, IsLeast (realEigenvalues (Xᴴ * H * X)) E ∧
      IsLeast {r | ∃ c : n → ℂ, c ≠ 0 ∧ rayleigh H S c = r} E ∧
      ∀ c : n → ℂ, c ≠ 0 → (rayleigh H S c = E ↔ H *ᵥ c = (E : ℂ) • (S *ᵥ c)) := by
  have hA : (Xᴴ * H * X).IsHermitian := by
    rw [Matrix.IsHermitian, Matrix.conjTranspose_mul, Matrix.conjTranspose_mul,
      Matrix.conjTranspose_conjTranspose, hH.eq, Matrix.mul_assoc]
  obtain ⟨E, hE, hb⟩ := hermitian_lower_bound hA
  have hXY : X * (Xᴴ * S) = 1 := mul_eq_one_comm.mp hX
  have key : ∀ c : n → ℂ, c ≠ 0 → E ≤ rayleigh H S c ∧
      (rayleigh H S c = E ↔ H *ᵥ c = (E : ℂ) • (S *ᵥ c)) := by
    intro c hc
    -- pass to orthonormal coordinates y
    obtain ⟨y, hy, rfl⟩ : ∃ y, y ≠ 0 ∧ c = X *ᵥ y :=
      ⟨(Xᴴ * S) *ᵥ c, ne_zero_of_left_inv hXY hc, by
        rw [Matrix.mulVec_mulVec, hXY, Matrix.one_mulVec]⟩
    have hp : 0 < (star y ⬝ᵥ y).re := by
      rw [form_one, Complex.ofReal_re]
      exact norm_pos hy
    rw [generalized_iff_standard H hX, rayleigh, form_congr, form_congr, hX,
      Matrix.one_mulVec, le_div_iff₀ hp, div_eq_iff hp.ne']
    exact hb y
  refine ⟨E, hE, ⟨?_, ?_⟩, fun c hc => (key c hc).2⟩
  · obtain ⟨y, hy, he⟩ := hE.1
    have hc := ne_zero_of_left_inv hX hy
    exact ⟨X *ᵥ y, hc, (key _ hc).2.mpr ((generalized_iff_standard H hX _ y).mpr he)⟩
  · rintro r ⟨c, hc, rfl⟩
    exact (key c hc).1

/-- Two overlapping basis states with `S = [[1,1],[1,2]]` are orthonormalised by
`X = [[1,-1],[0,1]]`, and the coupling `H = [[0,1],[1,0]]` is Hermitian. -/
theorem rayleigh_ritz_witness :
    (!![0, 1; 1, 0] : Matrix (Fin 2) (Fin 2) ℂ).IsHermitian ∧
      (!![1, -1; 0, 1] : Matrix (Fin 2) (Fin 2) ℂ)ᴴ * !![1, 1; 1, 2] * !![1, -1; 0, 1] = 1 := by
  constructor
  · ext i j
    fin_cases i <;> fin_cases j <;> simp
  · ext i j
    fin_cases i <;> fin_cases j <;>
      norm_num [Matrix.mul_apply, Fin.sum_univ_succ, Matrix.conjTranspose_apply]

end

end GeneralizedRayleighRitz
```

```lean
#print axioms GeneralizedRayleighRitz.overlap_posDef
#print axioms GeneralizedRayleighRitz.hermitian_lower_bound
#print axioms GeneralizedRayleighRitz.rayleigh_ritz
```

```
'GeneralizedRayleighRitz.overlap_posDef' depends on axioms: [propext, Classical.choice, Quot.sound]
'GeneralizedRayleighRitz.hermitian_lower_bound' depends on axioms: [propext, Classical.choice, Quot.sound]
'GeneralizedRayleighRitz.rayleigh_ritz' depends on axioms: [propext, Classical.choice, Quot.sound]
```

## `rayleigh_ritz` in words

The type `n` labels the basis functions; it is finite, and `[Nonempty n]` says that there is at least one. A vector `c : n → ℂ` is a list of expansion coefficients, not assumed normalised. `Xᴴ` is the conjugate transpose, `*ᵥ` applies a matrix to a vector, and `star c ⬝ᵥ (H *ᵥ c)` is $c^*Hc$.

The function `rayleigh` divides the real part of $c^*Hc$ by the real part of $c^*Sc$. Under the theorem's hypotheses both forms are real, so this is the usual quotient, and its denominator is positive for every nonzero `c`.

`realEigenvalues A` is the set of real $e$ for which $Ay=ey$ has a nonzero solution; for a Hermitian matrix these are all the eigenvalues. `IsLeast` says that a number belongs to a set and that no member is smaller. Applied to the set of quotients, it therefore states that the minimum is attained and not merely approached. One `E` serves all three clauses of the conclusion.

## How the Lean proof follows the algebra

`form_congr` is the change of variables $c=Xy$ in a quadratic form. `form_diag` and `form_one` write the diagonal form and the squared length as sums of squared moduli, and `norm_pos` says that the latter is positive for a nonzero vector. `ne_zero_of_left_inv` keeps nonzero vectors nonzero under an invertible matrix. `eigenbasis` takes $U$ and the $l_i$ from Mathlib's spectral theorem.

`overlap_posDef` is the argument with $Y^*Y=S$. Here and later, `mul_eq_one_comm` turns a left inverse into a right inverse, which is where squareness enters.

`hermitian_lower_bound` treats the ordinary problem. `Finite.exists_min` picks the index $k$, and `Finset.sum_le_sum` gives the inequality term by term. For equality, `Finset.sum_eq_zero_iff_of_nonneg` makes each non-negative term vanish. The internal statement `eig` then turns the conditions on $z$ into $Ay=Ey$, while `scale` supplies the converse.

`generalized_iff_standard` proves the equivalence of the two eigenvalue equations. In `rayleigh_ritz`, the internal statement `key` writes $c$ as $Xy$, and `le_div_iff₀` and `div_eq_iff` clear the positive denominator, so that the ordinary bound applies. `rayleigh_ritz_witness` checks that the matrices of the two-state example satisfy both hypotheses.

## Exact matrices, one level, a full set of columns

The guarantee concerns exact complex matrices. In floating point, $X^*SX=1$ holds only approximately, and a nearly linearly dependent basis tends to make the error larger. The theorem gives no error estimate for that case.

Since $X$ is square, the theorem does not cover the full basis when a code discards combinations with small overlap eigenvalues and keeps a rectangular $X$. The diagonalisation then minimises only over the retained combinations, and its lowest value can lie above the minimum for the full basis.

Only the lowest level is characterised as a minimum. For the excited levels the file proves only that the two eigenvalue equations agree. The Rayleigh–Ritz name is also attached to the statement that a trial energy bounds the ground-state energy of the full Hamiltonian from above. The theorem here compares trial vectors within one finite basis and says nothing about how far that basis is from complete.

A different model would assume that $S$ is positive definite and define $E$ as the least real number for which $Hc=E\,Sc$ has a nonzero solution. The statement would then be free of $X$, and the proof could construct one or work in the inner product defined by $S$. The file proves that $X^*SX=1$ implies positive definiteness; the converse, that every positive definite $S$ admits such an $X$, is standard linear algebra that it leaves unproved. Keeping $X$ in the statement has the advantage that $X^*HX$, the matrix passed to the eigensolver, appears in the conclusion.
